# With a constant density of states, the Fermi-level Fan–Migdal rate of finitely many phonon modes lies below \(2\pi\lambda T\) and approaches it at high temperature

Let an electron at the Fermi level scatter off finitely many phonon modes, at least one, with frequencies \(w_j>0\) and coupling weights \(a_j>0\), where \(a_j\) is the squared coupling to mode \(j\) times the density of states per spin. Let the electronic density of states and the couplings be independent of the electron energy. The scattering rate \(\Gamma(0)\), defined as \(-2\,\mathrm{Im}\,\Sigma\) at the Fermi level with the retarded Fan–Migdal self-energy \(\Sigma\), then satisfies at temperature \(T>0\)

\[
\Gamma(0)=4\pi\sum_j \frac{a_j}{\sinh(w_j/T)}\;<\;2\pi\lambda T,
\qquad \lambda=2\sum_j\frac{a_j}{w_j},
\]

and \(\Gamma(0)/(2\pi\lambda T)\to 1\) as \(T\to\infty\). If no frequency exceeds \(W\), the ratio is also at least \(e^{-W/T}\). Units are \(\hbar=k_B=1\).

## Emission, absorption and the classical rate

The phonon and electron occupations are

\[
n(w)=\frac{1}{e^{w/T}-1},\qquad f(e)=\frac{1}{e^{e/T}+1},
\]

where the electron energy \(e\) is measured from the Fermi level. The scattering rate at energy \(\varepsilon\) is

\[
\Gamma(\varepsilon)=2\pi\sum_j a_j\Big\{\big[n(w_j)+1-f(\varepsilon-w_j)\big]+\big[n(w_j)+f(\varepsilon+w_j)\big]\Big\}.
\]

This is the form taken by \(-2\,\mathrm{Im}\,\Sigma\) for the Fan–Migdal self-energy \(\Sigma\) when the density of states and the couplings do not depend on the electron energy. The first bracket belongs to phonon emission and the second to absorption. Each adds the rate at which an electron leaves the state to the rate at which an empty state is filled. For emission, for instance, with \(f=f(\varepsilon-w)\),

\[
(n+1)(1-f)+n f=n+1-f .
\]

The weight \(a_j\) stands for the squared coupling to mode \(j\) times the density of states per spin, and has the dimension of an energy. In terms of the Eliashberg function, \(\alpha^2F(\omega)=\sum_j a_j\,\delta(\omega-w_j)\), and \(\lambda\) is the usual \(2\int \alpha^2F(\omega)/\omega\,d\omega\).

The value \(2\pi\lambda T\) is what remains when \(n+f\) is replaced by its classical limit \(T/w\). Suppose that \(\lambda\) is estimated by dividing the Fermi-level rate \(\Gamma(0)\) by \(2\pi T\). In this model of finitely many modes and constant density of states, the estimate is always too small, and it is at least \(e^{-W/T}\) times the true \(\lambda\).

## What the theorems say

The modes are indexed by a finite type `ι`, and the functions `a w : ι → ℝ` give weights and frequencies. The definitions `bose`, `fermi`, `scatteringRate` and `coupling` are \(n\), \(f\), \(\Gamma\) and \(\lambda\) as written above. Temperature is a real argument `T`, so its positivity appears as a hypothesis wherever it is needed.

Three theorems carry the result:

- `scatteringRate_lt_classical` states \(\Gamma(0)<2\pi\lambda T\) for \(T>0\), all \(a_j>0\) and all \(w_j>0\). The assumption `[Nonempty ι]` provides at least one mode; without modes both sides would be zero.
- `classical_mul_exp_le_scatteringRate` states \(2\pi\lambda T\,e^{-W/T}\le\Gamma(0)\) when every \(w_j\le W\). It allows weights equal to zero, and also an empty set of modes.
- `scatteringRate_div_classical_tendsto` states that the ratio tends to 1. The limit \(T\to\infty\) is expressed by the filter `atTop`, and the weights and frequencies stay fixed while \(T\) grows.

Two further theorems concern the rate itself. `scatteringRate_neg` gives \(\Gamma(-\varepsilon)=\Gamma(\varepsilon)\), and `scatteringRate_fermi_level` obtains the Fermi-level expression from the energy-dependent one.

The formula for \(\Gamma(\varepsilon)\) is a definition. It is not derived from a Hamiltonian or from a self-energy diagram, and the real part of \(\Sigma\) does not enter. The weights and frequencies depend on neither electron energy nor temperature, so a structured density of states and anharmonic softening are absent. Vertex corrections are not included. A continuous phonon spectrum is not treated either. The rate is a single-particle rate without quasiparticle renormalisation, and it contains no angular factor of the kind that enters a resistivity.

## From occupations to a hyperbolic sine

**Particle–hole symmetry.** With \(E=e^{e/T}\),

\[
1-f(e)=1-\frac1{E+1}=\frac{E}{E+1}=\frac1{E^{-1}+1}=f(-e).
\]

Applied to the emission term, this gives \(1-f(\varepsilon-w_j)=f(w_j-\varepsilon)\), so

\[
\Gamma(\varepsilon)=2\pi\sum_j a_j\big[2n(w_j)+f(w_j-\varepsilon)+f(w_j+\varepsilon)\big].
\]

The right-hand side is even in \(\varepsilon\). At \(\varepsilon=0\) the two Fermi functions coincide, and

\[
\Gamma(0)=4\pi\sum_j a_j\big[n(w_j)+f(w_j)\big].
\]

**Sum of the occupations.** For \(w>0\) and \(T>0\) put \(E=e^{w/T}>1\). Then

\[
n(w)+f(w)=\frac1{E-1}+\frac1{E+1}=\frac{2E}{E^2-1}=\frac{2}{E-E^{-1}}=\frac1{\sinh(w/T)}.
\]

## Bounds for one mode and for the sum

Let \(x>0\). Since \(\sinh x>x\), we have \(1/\sinh x<1/x\). For a lower bound, start from \(1+y\le e^y\) with \(y=-2x\):

\[
1-2x\le e^{-2x}
\;\Longrightarrow\;
\frac{1-e^{-2x}}2\le x
\;\Longrightarrow\;
e^{-x}\sinh x\le x .
\]

Division by \(x\sinh x>0\) yields

\[
\frac{e^{-x}}{x}\le\frac1{\sinh x}<\frac1x .
\]

Now set \(x_j=w_j/T\). The classical rate is the same sum with \(1/x_j\) in place of \(1/\sinh x_j\):

\[
2\pi\lambda T=4\pi\sum_j a_j\frac{T}{w_j}=4\pi\sum_j \frac{a_j}{x_j}.
\]

Multiplying the upper bound by \(a_j>0\) and summing gives \(\Gamma(0)<2\pi\lambda T\). For the lower bound, \(w_j\le W\) implies \(e^{-x_j}\ge e^{-W/T}\), hence

\[
\Gamma(0)\ge4\pi\sum_j a_j\frac{e^{-x_j}}{x_j}\ge e^{-W/T}\,2\pi\lambda T .
\]

Since \(\lambda>0\), we may divide by \(2\pi\lambda T\):

\[
e^{-W/T}\le\frac{\Gamma(0)}{2\pi\lambda T}<1 .
\]

Finitely many frequencies always have a common bound \(W\). As \(T\to\infty\) the left-hand side tends to 1, and so does the ratio.

The exponential bound is simple but not sharp. The expansion \(x/\sinh x=1-x^2/6+\dots\) shows that the true deviation is of second order in \(w_j/T\), whereas the bound allows one of first order.

## The Lean file

```lean
import Mathlib

open Filter Topology
open scoped Real

namespace FanMigdalScattering

noncomputable section

/-- Bose-Einstein occupation of a phonon of frequency `w` at temperature `T`
(units with ħ = k_B = 1). -/
def bose (T w : ℝ) : ℝ := 1 / (Real.exp (w / T) - 1)

/-- Fermi-Dirac occupation at energy `e`, measured from the Fermi level, at temperature `T`. -/
def fermi (T e : ℝ) : ℝ := 1 / (Real.exp (e / T) + 1)

variable {ι : Type*} [Fintype ι]

/-- Fan-Migdal scattering rate of an electron at energy `ε` for phonon modes of frequencies `w j`
and weights `a j`: phonon emission plus phonon absorption, with a constant density of states. -/
def scatteringRate (a w : ι → ℝ) (T ε : ℝ) : ℝ :=
  2 * π * ∑ j, a j * ((bose T (w j) + 1 - fermi T (ε - w j)) +
    (bose T (w j) + fermi T (ε + w j)))

/-- The dimensionless electron-phonon coupling constant, twice the sum of `a j / w j`. -/
def coupling (a w : ι → ℝ) : ℝ := 2 * ∑ j, a j / w j

/-- The hole occupation at energy `e` equals the electron occupation at energy `-e`. -/
theorem one_sub_fermi (T e : ℝ) : 1 - fermi T e = fermi T (-e) := by
  unfold fermi
  rw [neg_div, Real.exp_neg]
  have hE := Real.exp_pos (e / T)
  generalize Real.exp (e / T) = E at hE ⊢
  have h : E⁻¹ + 1 = (E + 1) / E := by
    field_simp
    ring
  rw [h, one_div_div]
  have h1 : E + 1 ≠ 0 := by positivity
  rw [eq_div_iff h1, sub_mul, one_div, inv_mul_cancel₀ h1]
  ring

/-- The scattering rate is the same at equal distances above and below the Fermi level. -/
theorem scatteringRate_neg (a w : ι → ℝ) (T ε : ℝ) :
    scatteringRate a w T (-ε) = scatteringRate a w T ε := by
  unfold scatteringRate
  congr 1
  refine Finset.sum_congr rfl fun j _ => ?_
  -- particle-hole symmetry exchanges emission and absorption
  have h1 := one_sub_fermi T (-ε - w j)
  have h2 := one_sub_fermi T (ε - w j)
  rw [show -(-ε - w j) = ε + w j by ring] at h1
  rw [show -(ε - w j) = -ε + w j by ring] at h2
  linear_combination a j * h1 - a j * h2

/-- The Bose and Fermi occupations at the same positive energy add up to `1 / sinh (w / T)`. -/
theorem bose_add_fermi {T w : ℝ} (hT : 0 < T) (hw : 0 < w) :
    bose T w + fermi T w = 1 / Real.sinh (w / T) := by
  unfold bose fermi
  have hE : 1 < Real.exp (w / T) := Real.one_lt_exp_iff.2 (div_pos hw hT)
  rw [Real.sinh_eq, Real.exp_neg]
  generalize Real.exp (w / T) = E at hE ⊢
  have h0 : E ≠ 0 := by linarith
  have h1 : E - 1 ≠ 0 := by linarith
  have h2 : E + 1 ≠ 0 := by linarith
  have h : (E - E⁻¹) / 2 = (E - 1) * (E + 1) / (2 * E) := by
    field_simp
    ring
  rw [h, one_div_div, div_add_div _ _ h1 h2]
  congr 1
  ring

/-- At the Fermi level the scattering rate is `4π` times the weighted sum of the Bose and Fermi
occupations at the phonon frequencies. -/
theorem scatteringRate_fermi_level (a w : ι → ℝ) (T : ℝ) :
    scatteringRate a w T 0 = 4 * π * ∑ j, a j * (bose T (w j) + fermi T (w j)) := by
  have h : ∑ j, a j * ((bose T (w j) + 1 - fermi T (0 - w j)) +
      (bose T (w j) + fermi T (0 + w j))) =
      2 * ∑ j, a j * (bose T (w j) + fermi T (w j)) := by
    rw [Finset.mul_sum]
    refine Finset.sum_congr rfl fun j _ => ?_
    have h1 := one_sub_fermi T (0 - w j)
    rw [show -(0 - w j) = w j by ring] at h1
    rw [zero_add]
    linear_combination a j * h1
  unfold scatteringRate
  rw [h]
  ring

/-- For positive `x`, the function `1 / sinh x` lies strictly below `1 / x` and is at least
`exp (-x) / x`. -/
theorem inv_sinh_bounds {x : ℝ} (hx : 0 < x) :
    Real.exp (-x) / x ≤ 1 / Real.sinh x ∧ 1 / Real.sinh x < 1 / x := by
  have hs : x < Real.sinh x := Real.self_lt_sinh_iff.2 hx
  refine ⟨?_, one_div_lt_one_div_of_lt hx hs⟩
  rw [div_le_div_iff₀ hx (hx.trans hs), Real.sinh_eq]
  have h1 : Real.exp (-x) * Real.exp x = 1 := by
    rw [← Real.exp_add, neg_add_cancel, Real.exp_zero]
  have h2 : Real.exp (-x) * Real.exp (-x) = Real.exp (-2 * x) := by
    rw [← Real.exp_add]
    congr 1
    ring
  have h3 := Real.add_one_le_exp (-2 * x)
  nlinarith

/-- The classical rate `2πλT` written as a sum over modes. -/
theorem classical_rate_eq (a w : ι → ℝ) (T : ℝ) :
    2 * π * coupling a w * T = 4 * π * ∑ j, a j * (1 / (w j / T)) := by
  have h : ∑ j, a j * (1 / (w j / T)) = (∑ j, a j / w j) * T := by
    rw [Finset.sum_mul]
    refine Finset.sum_congr rfl fun j _ => ?_
    rw [one_div_div]
    ring
  rw [h, coupling]
  ring

/-- At every positive temperature the Fermi-level scattering rate is strictly below `2πλT`. -/
theorem scatteringRate_lt_classical [Nonempty ι] {a w : ι → ℝ} {T : ℝ}
    (ha : ∀ j, 0 < a j) (hw : ∀ j, 0 < w j) (hT : 0 < T) :
    scatteringRate a w T 0 < 2 * π * coupling a w * T := by
  rw [scatteringRate_fermi_level, classical_rate_eq]
  refine mul_lt_mul_of_pos_left ?_ (by positivity)
  refine Finset.sum_lt_sum_of_nonempty Finset.univ_nonempty fun j _ => ?_
  rw [bose_add_fermi hT (hw j)]
  exact mul_lt_mul_of_pos_left (inv_sinh_bounds (div_pos (hw j) hT)).2 (ha j)

/-- If no phonon frequency exceeds `W`, the Fermi-level scattering rate is at least
`2πλT` times `exp (-W / T)`. -/
theorem classical_mul_exp_le_scatteringRate {a w : ι → ℝ} {T W : ℝ}
    (ha : ∀ j, 0 ≤ a j) (hw : ∀ j, 0 < w j) (hW : ∀ j, w j ≤ W) (hT : 0 < T) :
    2 * π * coupling a w * T * Real.exp (-(W / T)) ≤ scatteringRate a w T 0 := by
  rw [scatteringRate_fermi_level, classical_rate_eq, mul_assoc, Finset.sum_mul]
  refine mul_le_mul_of_nonneg_left ?_ (by positivity)
  refine Finset.sum_le_sum fun j _ => ?_
  rw [bose_add_fermi hT (hw j)]
  have hx : 0 < w j / T := div_pos (hw j) hT
  have hWj := hW j
  have he : Real.exp (-(W / T)) ≤ Real.exp (-(w j / T)) := by gcongr
  calc a j * (1 / (w j / T)) * Real.exp (-(W / T))
      = a j * (Real.exp (-(W / T)) / (w j / T)) := by ring
    _ ≤ a j * (1 / Real.sinh (w j / T)) :=
        mul_le_mul_of_nonneg_left
          ((div_le_div_of_nonneg_right he hx.le).trans (inv_sinh_bounds hx).1) (ha j)

/-- The ratio of the Fermi-level scattering rate to `2πλT` tends to one as the temperature
grows. -/
theorem scatteringRate_div_classical_tendsto [Nonempty ι] {a w : ι → ℝ}
    (ha : ∀ j, 0 < a j) (hw : ∀ j, 0 < w j) :
    Tendsto (fun T : ℝ => scatteringRate a w T 0 / (2 * π * coupling a w * T))
      atTop (𝓝 1) := by
  have hc : 0 < coupling a w :=
    mul_pos two_pos (Finset.sum_pos (fun j _ => div_pos (ha j) (hw j)) Finset.univ_nonempty)
  -- the sum of all frequencies bounds each of them
  obtain ⟨W, hW⟩ : ∃ W : ℝ, ∀ j, w j ≤ W :=
    ⟨∑ i, w i, fun j => Finset.single_le_sum (fun i _ => (hw i).le) (Finset.mem_univ j)⟩
  have h0 : Tendsto (fun T : ℝ => W / T) atTop (𝓝 0) :=
    tendsto_const_nhds.div_atTop tendsto_id
  have h1 : Tendsto (fun T : ℝ => Real.exp (-(W / T))) atTop (𝓝 1) := by
    have h2 := (Real.continuous_exp.tendsto _).comp h0.neg
    rw [neg_zero, Real.exp_zero] at h2
    exact h2
  -- squeeze the ratio between exp (-W / T) and 1
  refine tendsto_of_tendsto_of_tendsto_of_le_of_le' h1 tendsto_const_nhds ?_ ?_
  · filter_upwards [eventually_gt_atTop (0 : ℝ)] with T hT
    rw [le_div_iff₀ (by positivity), mul_comm]
    exact classical_mul_exp_le_scatteringRate (fun j => (ha j).le) hw hW hT
  · filter_upwards [eventually_gt_atTop (0 : ℝ)] with T hT
    rw [div_le_one (by positivity)]
    exact (scatteringRate_lt_classical ha hw hT).le

end

end FanMigdalScattering
```

```lean
#print axioms FanMigdalScattering.scatteringRate_neg
#print axioms FanMigdalScattering.scatteringRate_fermi_level
#print axioms FanMigdalScattering.scatteringRate_div_classical_tendsto
```

```
'FanMigdalScattering.scatteringRate_neg' depends on axioms: [propext, Classical.choice, Quot.sound]
'FanMigdalScattering.scatteringRate_fermi_level' depends on axioms: [propext, Classical.choice, Quot.sound]
'FanMigdalScattering.scatteringRate_div_classical_tendsto' depends on axioms: [propext, Classical.choice, Quot.sound]
```

## How the proof follows the calculation

`one_sub_fermi` is the particle–hole identity. The tactic `generalize` replaces the exponential by a positive variable `E`, after which only rational algebra remains. `scatteringRate_neg` compares the two sums term by term. It uses the identity at \(-\varepsilon-w_j\) and at \(\varepsilon-w_j\), and `linear_combination` takes the difference of the two, each multiplied by \(a_j\). `scatteringRate_fermi_level` needs the identity only at \(-w_j\), where it turns the emission term into a second copy of \(n+f\).

`bose_add_fermi` follows the calculation with \(E>1\). That inequality ensures that \(E-1\) is nonzero, and the auxiliary equation `h` writes the hyperbolic sine as \((E-1)(E+1)/(2E)\).

`inv_sinh_bounds` contains the analytic input. The upper bound is Mathlib's `Real.self_lt_sinh_iff` followed by taking reciprocals. For the lower bound, `div_le_div_iff₀` clears the denominators, which leaves \(e^{-x}\sinh x\le x\). The facts `h1` and `h2` evaluate the two products of exponentials, `h3` is \(1-2x\le e^{-2x}\), and `nlinarith` combines them.

`classical_rate_eq` writes \(2\pi\lambda T\) as a sum over modes, so that both rates have the common prefactor \(4\pi\). The strict comparison then rests on `Finset.sum_lt_sum_of_nonempty`, which is where the existence of a mode is used. The lower bound uses `Finset.sum_le_sum`, and its `calc` block first replaces \(e^{-W/T}\) by the larger \(e^{-w_j/T}\) and then applies the one-mode bound.

In the limit theorem, `W` is taken to be the sum of all frequencies. With several modes this exceeds the largest frequency, but any fixed upper bound on the frequencies will do, because \(W/T\to0\) for each of them. The proof then shows \(e^{-W/T}\to1\) by continuity of the exponential and squeezes the ratio.

## A squeeze that needs only large temperatures

The limit turns on `tendsto_of_tendsto_of_tendsto_of_le_of_le'`, and the prime at the end of the name matters. The version without the prime requires the two inequalities at every point of the domain, which here is the whole real line. At negative \(T\) the lower inequality is false: the ratio is an even function of \(T\) and stays below 1, while \(e^{-W/T}\) exceeds 1.

The primed version requires the inequalities only eventually along the filter, which for `atTop` means for all sufficiently large \(T\). The expression `eventually_gt_atTop (0 : ℝ)` states that \(T>0\) holds eventually. The tactic `filter_upwards` then reduces each eventual inequality to an ordinary one for a fixed `T` with the hypothesis `hT : 0 < T`. From there, `le_div_iff₀` and `div_le_one` remove the division, and the two rate bounds apply directly.

## Far from the Fermi level the inequality reverses

The same mode-by-mode comparison settles the opposite regime, although the file contains no theorem about it. Far above the Fermi level both \(f(\varepsilon-w_j)\) and \(f(\varepsilon+w_j)\) vanish, and the rate tends to

\[
\Gamma_\infty=2\pi\sum_j a_j\big[2n(w_j)+1\big]=2\pi\sum_j a_j\coth\frac{w_j}{2T}.
\]

For \(y>0\) we have \(\tanh y<y\), so \(\coth y>1/y\). With \(y=w_j/(2T)\) this gives

\[
\Gamma_\infty>2\pi\sum_j a_j\frac{2T}{w_j}=2\pi\lambda T .
\]

In this model the classical value therefore lies strictly between the rate at the Fermi level and the rate far away from it. By the symmetry in \(\varepsilon\), the same holds far below the Fermi level.
